# Grimme's quasi-harmonic entropy stays finite as a mode's frequency tends to zero

When an activation entropy is assembled from computed vibrational frequencies, the harmonic entropy of each soft mode can be replaced by Grimme's interpolation between an oscillator and a free rotor. A mode whose computed frequency is close to zero then contributes a bounded amount to the entropy, whereas its harmonic entropy would grow without limit.

Let \(x=\hbar\omega/kT\) be the reduced frequency of one mode at fixed temperature. In units of \(k\), its harmonic entropy is
\[
S(x)=\frac{x}{e^x-1}-\ln(1-e^{-x}).
\]
The interpolation uses the weight \(w\), the capped inertia \(I\) and the rotor entropy \(R\):
\[
w=\frac1{1+(x_0/x)^n},\qquad I=\frac{\mu B}{\mu+B},\quad \mu=\frac ax,\qquad R=\tfrac12+\tfrac12\ln(cI).
\]
Here \(x_0>0\) is the reduced crossover frequency and \(B>0\) the mean molecular moment of inertia. The constants \(a=\hbar^2/(2kT)\) and \(c=2\pi kT/\hbar^2\) set the mode's free-rotor inertia and the rotor's thermal scale. Grimme's choice is \(n=4\). For every integer \(n\ge1\),
\[
wS+(1-w)R\;\to\;\tfrac12+\tfrac12\ln(cB)\qquad(x\to0^+).
\]

## The damping weight beats the logarithm

Let \(x>0\). Since \(0<1-e^{-x}<1\), both terms of \(S\) are nonnegative. From \(e^x-1\ge x\), the first term is at most 1. The same inequality gives
\[
\ln(1-e^{-x})=-x+\ln(e^x-1)\ge -x+\ln x,
\]
so \(0\le S\le 1+x-\ln x\). The sharper statement \(S+\ln x\to1\) is also true, but it is not needed and is not formalised below.

With \(q=(x/x_0)^n\), the weight is \(w=q/(1+q)\), so \(0\le w\le q\) and \(w\to0\). Multiplying the bounds,
\[
0\le wS\le \frac{x^{n-1}}{x_0^n}\,(x+x^2-x\ln x)\to0,
\]
because \(x\ln x\to0\). This already works for \(n=1\).

The capped inertia is \(I=aB/(a+Bx)\to B\), so \(R\to\frac12+\frac12\ln(cB)\). As \(1-w\to1\), the claimed limit follows. Exponentiating it gives \(\sqrt{e\,cB}\).

Without the cap, \(R=\frac12+\frac12\ln(ca/x)\to+\infty\). Since \(wS\to0\) and \(1-w\to1\), the interpolated entropy then diverges.

## The entropy model in Lean

```lean
import Mathlib

open Filter Topology

namespace GrimmeQuasiHarmonicEntropy

noncomputable section
```

The definitions transcribe the formulas over the real numbers, with dimensional quantities expressed in consistent units. The oscillator and rotor entropies are taken as given, not derived from partition functions.

```lean
/-- Entropy of a harmonic oscillator in units of `k`, at reduced frequency `x = ħω/kT`. -/
def oscEntropy (x : ℝ) : ℝ := x / (Real.exp x - 1) - Real.log (1 - Real.exp (-x))

/-- Damping weight of the oscillator entropy, with crossover frequency `x0` and power `n`;
Grimme's choice is `n = 4`. -/
def weight (n : ℕ) (x0 x : ℝ) : ℝ := 1 / (1 + (x0 / x) ^ n)

/-- Effective moment of inertia `μB/(μ+B)` of a mode whose free-rotor inertia is `μ = a/x`,
with `B` the mean molecular moment of inertia. -/
def effInertia (a B x : ℝ) : ℝ := (a / x) * B / (a / x + B)

/-- Entropy, in units of `k`, of a one-dimensional free rotor with moment of inertia `I`;
the constant `c` collects the temperature and the natural constants. -/
def rotorEntropy (c I : ℝ) : ℝ := 1 / 2 + Real.log (c * I) / 2
```

`blend` accepts any rotor entropy, so it serves both the capped and the uncapped model.

```lean
/-- Interpolation between the oscillator entropy at `x` and a given rotor entropy `R`. -/
def blend (n : ℕ) (x0 R x : ℝ) : ℝ :=
  weight n x0 x * oscEntropy x + (1 - weight n x0 x) * R

/-- Quasi-harmonic entropy of a vibrational mode, in units of `k`, with damping power `n`. -/
def grimmeEntropy (n : ℕ) (x0 a B c x : ℝ) : ℝ :=
  blend n x0 (rotorEntropy c (effInertia a B x)) x
```

## Bounds on the entropy and the weight

The next theorem gives the two-sided bound on \(S\). In the proof of the upper bound, step `h2` factors \(e^{-x}\) out of the logarithm's argument, as above.

```lean
/-- The oscillator entropy is nonnegative and at most `1 + x - ln x`. -/
theorem oscEntropy_bounds {x : ℝ} (hx : 0 < x) :
    0 ≤ oscEntropy x ∧ oscEntropy x ≤ 1 + x - Real.log x := by
  have h : x ≤ Real.exp x - 1 := by linarith [Real.add_one_le_exp x]
  have hpos : 0 < Real.exp x - 1 := lt_of_lt_of_le hx h
  have hle : Real.exp (-x) ≤ 1 := Real.exp_le_one_iff.mpr (by linarith)
  unfold oscEntropy
  constructor
  · have h1 : 0 ≤ x / (Real.exp x - 1) := div_nonneg hx.le hpos.le
    have h2 : Real.log (1 - Real.exp (-x)) ≤ 0 :=
      Real.log_nonpos (by linarith) (by linarith [Real.exp_pos (-x)])
    linarith
  · have h1 : x / (Real.exp x - 1) ≤ 1 := (div_le_one hpos).mpr h
    -- factor out the Boltzmann factor inside the logarithm
    have h2 : 1 - Real.exp (-x) = Real.exp (-x) * (Real.exp x - 1) := by
      rw [mul_sub, ← Real.exp_add, neg_add_cancel, Real.exp_zero, mul_one]
    have h3 : Real.log (1 - Real.exp (-x)) = -x + Real.log (Real.exp x - 1) := by
      rw [h2, Real.log_mul (Real.exp_pos _).ne' hpos.ne', Real.log_exp]
    have h4 : Real.log x ≤ Real.log (Real.exp x - 1) := Real.log_le_log hx h
    linarith
```

For the weight, `hr` records that \((x/x_0)^n(x_0/x)^n=1\), which reduces the upper bound to \(1\le q+1\).

```lean
/-- The damping weight is nonnegative and at most `(x/x0)^n`. -/
theorem weight_bounds (n : ℕ) {x0 x : ℝ} (h0 : 0 < x0) (hx : 0 < x) :
    0 ≤ weight n x0 x ∧ weight n x0 x ≤ (x / x0) ^ n := by
  unfold weight
  refine ⟨by positivity, ?_⟩
  have h1 : x / x0 * (x0 / x) = 1 := by field_simp
  have hr : (x / x0) ^ n * (x0 / x) ^ n = 1 := by rw [← mul_pow, h1, one_pow]
  have hq : 0 < (x / x0) ^ n := by positivity
  rw [div_le_iff₀ (by positivity), mul_add, mul_one, hr]
  linarith
```

## The oscillator part vanishes

In the limits, `𝓝[>] 0` means that \(x\) approaches zero through positive values, and `hn : n ≠ 0` says \(n\ge1\). The weight is squeezed between 0 and \(q\).

```lean
/-- The weight of the oscillator entropy vanishes in the low-frequency limit. -/
theorem weight_tendsto {n : ℕ} (hn : n ≠ 0) {x0 : ℝ} (h0 : 0 < x0) :
    Tendsto (weight n x0) (𝓝[>] 0) (𝓝 0) := by
  have hc : Continuous fun x : ℝ => (x / x0) ^ n := (continuous_id.div_const x0).pow n
  have hl : Tendsto (fun x : ℝ => (x / x0) ^ n) (𝓝[>] 0) (𝓝 0) :=
    (hc.tendsto' 0 0 (by simp [hn])).mono_left nhdsWithin_le_nhds
  refine tendsto_of_tendsto_of_tendsto_of_le_of_le' tendsto_const_nhds hl ?_ ?_
  · filter_upwards [self_mem_nhdsWithin] with x hx
    exact (weight_bounds n h0 hx).1
  · filter_upwards [self_mem_nhdsWithin] with x hx
    exact (weight_bounds n h0 hx).2
```

For the product, writing \(n=m+1\) exposes the one power of \(x\) that controls the logarithm. `Real.continuous_mul_log` supplies the continuity of \(x\ln x\), and the `calc` block multiplies the two upper bounds.

```lean
/-- The damped oscillator contribution to the entropy vanishes in the low-frequency limit,
for every damping power `n ≥ 1`. -/
theorem damped_oscEntropy_tendsto {n : ℕ} (hn : n ≠ 0) {x0 : ℝ} (h0 : 0 < x0) :
    Tendsto (fun x => weight n x0 x * oscEntropy x) (𝓝[>] 0) (𝓝 0) := by
  cases n with
  | zero => exact absurd rfl hn
  | succ m =>
    -- one power of x is enough to tame the logarithm
    have hc : Continuous fun x : ℝ =>
        (x ^ m / x0 ^ (m + 1)) * (x + x ^ 2 - x * Real.log x) :=
      ((continuous_pow m).div_const _).mul
        ((continuous_id.add (continuous_pow 2)).sub Real.continuous_mul_log)
    have hl := (hc.tendsto' 0 0 (by simp)).mono_left
      (nhdsWithin_le_nhds (s := Set.Ioi (0 : ℝ)))
    refine tendsto_of_tendsto_of_tendsto_of_le_of_le' tendsto_const_nhds hl ?_ ?_
    · filter_upwards [self_mem_nhdsWithin] with x hx
      exact mul_nonneg (weight_bounds _ h0 hx).1 (oscEntropy_bounds hx).1
    · filter_upwards [self_mem_nhdsWithin] with x hx
      have hx' : 0 < x := hx
      calc weight (m + 1) x0 x * oscEntropy x
          ≤ (x / x0) ^ (m + 1) * (1 + x - Real.log x) :=
            mul_le_mul (weight_bounds _ h0 hx').2 (oscEntropy_bounds hx').2
              (oscEntropy_bounds hx').1 (by positivity)
        _ = (x ^ m / x0 ^ (m + 1)) * (x + x ^ 2 - x * Real.log x) := by
            rw [div_pow]; ring
```

## The rotor part sets the limit

The inertia is rewritten as \(aB/(a+Bx)\) for positive \(x\), where the limit can be read off.

```lean
/-- In the low-frequency limit the effective moment of inertia tends to the mean molecular
moment of inertia `B`. -/
theorem effInertia_tendsto {a B : ℝ} (ha : 0 < a) (hB : 0 < B) :
    Tendsto (effInertia a B) (𝓝[>] 0) (𝓝 B) := by
  have h1 : Tendsto (fun x : ℝ => a + B * x) (𝓝 0) (𝓝 a) :=
    Continuous.tendsto' (by fun_prop) 0 a (by simp)
  have h2 : Tendsto (fun x : ℝ => a * B / (a + B * x)) (𝓝 0) (𝓝 (a * B / a)) :=
    tendsto_const_nhds.div h1 ha.ne'
  rw [mul_div_cancel_left₀ B ha.ne'] at h2
  refine (h2.mono_left nhdsWithin_le_nhds).congr' ?_
  filter_upwards [self_mem_nhdsWithin] with x hx
  have hx' : 0 < x := hx
  have hd : a + B * x ≠ 0 := by positivity
  have h3 : a / x + B = (a + B * x) / x := by field_simp
  unfold effInertia
  rw [h3]
  field_simp
```

The main theorem carries this limit through the logarithm and adds the vanishing oscillator part. Neither \(x_0\) nor \(a\) appears in the result.

```lean
/-- The quasi-harmonic entropy of a mode tends to the finite value `1/2 + ln(cB)/2` as its
frequency tends to zero, for every damping power `n ≥ 1`. -/
theorem grimmeEntropy_tendsto {n : ℕ} (hn : n ≠ 0) {x0 a B c : ℝ}
    (h0 : 0 < x0) (ha : 0 < a) (hB : 0 < B) (hc : 0 < c) :
    Tendsto (grimmeEntropy n x0 a B c) (𝓝[>] 0) (𝓝 (1 / 2 + Real.log (c * B) / 2)) := by
  have hR : Tendsto (fun x => rotorEntropy c (effInertia a B x)) (𝓝[>] 0)
      (𝓝 (1 / 2 + Real.log (c * B) / 2)) :=
    ((((effInertia_tendsto ha hB).const_mul c).log (mul_pos hc hB).ne').div_const 2).const_add
      (1 / 2)
  -- the oscillator part dies out and the rotor part takes over with full weight
  have h := (damped_oscEntropy_tendsto hn h0).add
    (((weight_tendsto hn h0).const_sub 1).mul hR)
  rw [sub_zero, one_mul, zero_add] at h
  exact h
```

In a transition-state-theory rate constant with independent modes, the exponential of a mode's entropy is a factor in the numerator for the transition state and in the denominator for a reactant. The following theorem gives its limit for a single mode; enthalpies and coupling between modes are not treated. The proof identifies the limit by squaring it, then uses continuity of the exponential.

```lean
/-- The entropic factor `exp(entropy/k)` of a mode tends to `√(e c B)` as its frequency tends
to zero. -/
theorem entropicFactor_tendsto {n : ℕ} (hn : n ≠ 0) {x0 a B c : ℝ}
    (h0 : 0 < x0) (ha : 0 < a) (hB : 0 < B) (hc : 0 < c) :
    Tendsto (fun x => Real.exp (grimmeEntropy n x0 a B c x)) (𝓝[>] 0)
      (𝓝 (Real.sqrt (Real.exp 1 * (c * B)))) := by
  have hs : Real.exp (1 / 2 + Real.log (c * B) / 2) ^ 2 = Real.exp 1 * (c * B) := by
    rw [sq, ← Real.exp_add,
      show 1 / 2 + Real.log (c * B) / 2 + (1 / 2 + Real.log (c * B) / 2)
        = 1 + Real.log (c * B) by ring,
      Real.exp_add, Real.exp_log (mul_pos hc hB)]
  rw [← hs, Real.sqrt_sq (Real.exp_pos _).le]
  exact (Real.continuous_exp.tendsto _).comp (grimmeEntropy_tendsto hn h0 ha hB hc)
```

The last theorem replaces the capped inertia by \(a/x\). The rotor term, with weight tending to 1, goes to `atTop`, that is, to \(+\infty\), and the vanishing oscillator term cannot offset it.

```lean
/-- If the bare inertia `a/x` is used in place of the effective one, the interpolated entropy
diverges to `+∞` as the frequency tends to zero. -/
theorem uncapped_entropy_diverges {n : ℕ} (hn : n ≠ 0) {x0 a c : ℝ}
    (h0 : 0 < x0) (ha : 0 < a) (hc : 0 < c) :
    Tendsto (fun x => blend n x0 (rotorEntropy c (a / x)) x) (𝓝[>] 0) atTop := by
  have hI : Tendsto (fun x : ℝ => c * (a / x)) (𝓝[>] 0) atTop := by
    simpa only [div_eq_mul_inv] using
      (tendsto_inv_nhdsGT_zero.const_mul_atTop ha).const_mul_atTop hc
  have hR : Tendsto (fun x => rotorEntropy c (a / x)) (𝓝[>] 0) atTop :=
    tendsto_atTop_add_const_left _ (1 / 2)
      ((Real.tendsto_log_atTop.comp hI).atTop_div_const two_pos)
  have hw : Tendsto (fun x => 1 - weight n x0 x) (𝓝[>] 0) (𝓝 1) := by
    simpa only [sub_zero] using (weight_tendsto hn h0).const_sub 1
  exact (damped_oscEntropy_tendsto hn h0).add_atTop (hw.pos_mul_atTop one_pos hR)

end

end GrimmeQuasiHarmonicEntropy
```

```lean
#print axioms GrimmeQuasiHarmonicEntropy.grimmeEntropy_tendsto
#print axioms GrimmeQuasiHarmonicEntropy.entropicFactor_tendsto
#print axioms GrimmeQuasiHarmonicEntropy.uncapped_entropy_diverges
```

```
'GrimmeQuasiHarmonicEntropy.grimmeEntropy_tendsto' depends on axioms: [propext, Classical.choice, Quot.sound]
'GrimmeQuasiHarmonicEntropy.entropicFactor_tendsto' depends on axioms: [propext, Classical.choice, Quot.sound]
'GrimmeQuasiHarmonicEntropy.uncapped_entropy_diverges' depends on axioms: [propext, Classical.choice, Quot.sound]
```
